# Raising the degree of a Cartesian shell from l to l + 1 adds l + 2 power triples

A Cartesian shell of degree l is labelled by the triples (i, j, k) of natural numbers with i + j + k = l, the powers in the monomials xⁱyʲzᵏ. The lemma says that, for every natural number l, the shell of degree l + 1 has exactly l + 2 more such triples than the shell of degree l. It is a statement about finite sets of labels alone; no radial functions, normalisation or linear independence enter. The proof splits the larger shell into triples whose x power is one more than in a triple of the smaller shell, and triples whose x power is zero. It then counts the two disjoint parts, using the injectivity of the maps that produce them.

In Lean, a first try:

```lean
import Mathlib

open Polynomial

namespace CardShellSucc

noncomputable section

/-- The power triples `(i, j, k)` with `i + j + k = l`, labelling a Cartesian shell. -/
def shell (l : ℕ) : Finset (ℕ × ℕ × ℕ) :=
  (Finset.range (l + 1) ×ˢ Finset.range (l + 1) ×ˢ Finset.range (l + 1)).filter
    (fun n => n.1 + n.2.1 + n.2.2 = l)

/-- Shell `l + 1` has `l + 2` more power triples than shell `l`. -/
theorem card_shell_succ (l : ℕ) : (shell (l + 1)).card = (shell l).card + (l + 2) := by
  -- either the x power is a raised one, or it is zero
  have split : shell (l + 1) = (shell l).image (fun n => (n.1 + 1, n.2)) ∪
      (Finset.HasAntidiagonal.antidiagonal (l + 1)).image (fun m => ((0 : ℕ), m)) := by
    ext ⟨i, j, k⟩
    simp only [shell, Finset.mem_union, Finset.mem_image, Finset.mem_filter,
      Finset.mem_product, Finset.mem_range, Finset.HasAntidiagonal.mem_antidiagonal, Prod.exists,
      Prod.mk.injEq]
    constructor
    · rintro ⟨_, h⟩
      cases i with
      | zero => exact Or.inr ⟨j, k, by omega, rfl, rfl, rfl⟩
      | succ i => exact Or.inl ⟨i, j, k, by omega, rfl, rfl, rfl⟩
    · rintro (⟨a, b, c, h, rfl, rfl, rfl⟩ | ⟨b, c, h, rfl, rfl, rfl⟩) <;> omega
  have inj₁ : Function.Injective (fun n : ℕ × ℕ × ℕ => (n.1 + 1, n.2)) := fun _ _ h =>
    Prod.ext (Nat.succ.inj (congrArg Prod.fst h)) (congrArg Prod.snd h)
  have inj₂ : Function.Injective (fun m : ℕ × ℕ => ((0 : ℕ), m)) := fun _ _ h =>
    congrArg Prod.snd h
  rw [split, Finset.card_union_of_disjoint, Finset.card_image_of_injective _ inj₁,
    Finset.card_image_of_injective _ inj₂, Finset.Nat.card_antidiagonal]
  rw [Finset.disjoint_left]
  intro x hx hy
  obtain ⟨n, _, rfl⟩ := Finset.mem_image.1 hx
  obtain ⟨m, _, h⟩ := Finset.mem_image.1 hy
  exact Nat.succ_ne_zero n.1 (congrArg Prod.fst h).symm

end

end CardShellSucc
```

Lean reports:

```
Main.lean:30:69: error: Application type mismatch: The argument
  h
has type
  (fun n => (n.1 + 1, n.2)) x✝¹ = (fun n => (n.1 + 1, n.2)) x✝
but is expected to have type
  x✝¹ = x✝
in the application
  congrArg Prod.snd h
```

Cause. The one error is in `inj₁`, the proof that raising the first power is injective. There `h` says that the images of two triples are equal, not the triples themselves. The second argument of `Prod.ext` must prove that the triples' second components are equal. Lean matches this goal against the result of `congrArg Prod.snd h` and takes the pairs under `Prod.snd` to be the original triples. It therefore expects `h` to equate those triples, and rejects the equality of images. The mathematics is sound, since the map leaves the second component unchanged; it is the inference of `congrArg`'s arguments that goes wrong.

The repair introduces the triples as `n` and `m`, and `simp only [Prod.mk.injEq] at h` applies the functions and splits the equality of pairs into two equalities of components. Now `h.2` is just what the second argument needs, with no `congrArg` to infer, while `Nat.succ.inj h.1` cancels the added one in the first component.

Lean accepts the file once it reads:

```diff
@@ -27,6 +27,8 @@
       | succ i => exact Or.inl ⟨i, j, k, by omega, rfl, rfl, rfl⟩
     · rintro (⟨a, b, c, h, rfl, rfl, rfl⟩ | ⟨b, c, h, rfl, rfl, rfl⟩) <;> omega
-  have inj₁ : Function.Injective (fun n : ℕ × ℕ × ℕ => (n.1 + 1, n.2)) := fun _ _ h =>
-    Prod.ext (Nat.succ.inj (congrArg Prod.fst h)) (congrArg Prod.snd h)
+  have inj₁ : Function.Injective (fun n : ℕ × ℕ × ℕ => (n.1 + 1, n.2)) := by
+    intro n m h
+    simp only [Prod.mk.injEq] at h
+    exact Prod.ext (Nat.succ.inj h.1) h.2
   have inj₂ : Function.Injective (fun m : ℕ × ℕ => ((0 : ℕ), m)) := fun _ _ h =>
     congrArg Prod.snd h
```
